# The integral of (1 − s²)ⁿ cosh(xs) over [−1, 1] is 2ⁿ⁺¹ n! times its normalised moment

For every natural number n and real x, `integral_eq_moment` says that the integral of (1 − s²)ⁿ cosh(xs) over s from −1 to 1 equals 2ⁿ⁺¹ n! times `moment n x`. Since `moment` is defined as that same integral divided by 2ⁿ⁺¹ n!, the lemma only undoes the normalisation; it doesn't evaluate the integral, and no physical system or state enters the statement. The attempt first shows that the factor 2ⁿ⁺¹ n! is nonzero, then unfolds `moment` and leaves the cancellation to `field_simp`.

Lean 4 with Mathlib refuses this proof:

```lean
import Mathlib

open Filter Topology

namespace OzakiContinuedFraction

noncomputable section

/-- The normalised moment `I_n(x)`: the integral of `(1 - s²)^n cosh (x s)` over `[-1, 1]`,
divided by `2^(n+1) n!`. -/
def moment (n : ℕ) (x : ℝ) : ℝ :=
  (∫ s in (-1 : ℝ)..1, (1 - s ^ 2) ^ n * Real.cosh (x * s)) / (2 ^ (n + 1) * n.factorial)

/-- The bare integral is the moment times its normalisation `2^(n+1) n!`. -/
theorem integral_eq_moment (n : ℕ) (x : ℝ) :
    ∫ s in (-1 : ℝ)..1, (1 - s ^ 2) ^ n * Real.cosh (x * s)
      = 2 ^ (n + 1) * n.factorial * moment n x := by
  have h : (2 ^ (n + 1) * n.factorial : ℝ) ≠ 0 := by positivity
  unfold moment
  field_simp

end

end OzakiContinuedFraction
```

Lean reports:

```
Main.lean:17:50: error: unsolved goals
n : ℕ
x : ℝ
h : 2 ^ (n + 1) * ↑n.factorial ≠ 0
⊢ ∫ (s : ℝ) in -1..1, (1 - s ^ 2) ^ n * Real.cosh (s * x) = ∫ (s : ℝ) in -1..1, (1 - s ^ 2) ^ n * Real.cosh (x * s)
```

The change, after which it compiles:

```diff
@@ -17,6 +17,6 @@
       = 2 ^ (n + 1) * n.factorial * moment n x := by
   have h : (2 ^ (n + 1) * n.factorial : ℝ) ≠ 0 := by positivity
-  unfold moment
-  field_simp
+  rw [moment, mul_div_assoc', eq_div_iff h]
+  exact mul_comm _ _
 
 end
```

Cause. The error shows that `field_simp` did cancel the factor 2ⁿ⁺¹ n!, but left an equation between two integrals that differ in one place: the left has `Real.cosh (s * x)`, the right `Real.cosh (x * s)`. Both sides had `x * s` before the call, so `field_simp` had reordered the product inside one integrand and not the other. The integrals are still equal, because real multiplication commutes, but they are no longer written identically, and nothing follows `field_simp` to close the gap.

The repair cancels the factor without touching the integrands. `rw` unfolds `moment`, `mul_div_assoc'` moves the outer factor into the numerator, and `eq_div_iff h` uses the nonzero denominator to turn the equation into one without division. What remains says that the integral times the factor equals the factor times the integral, with `x * s` on both sides, and `mul_comm` proves exactly that.
